# On a cyclic energy grid, positive unit-sum broadening lowers the IAD of distinct equal-area spectra

A calibration constant fitted on sharp X-ray emission spectra gives too small a spin difference when it is applied to the same spectra after extra broadening. The integrated absolute difference (IAD) has shrunk, while the spins have not changed. The problems below establish this for noise-free spectra of equal area on a finite cyclic grid, with a linear calibration and one everywhere positive kernel of unit sum for both spectra. Measured and simulated IADs should therefore be compared at matched broadening.

The grid has n ≥ 1 channels, labelled by `ZMod n`; `[NeZero n]` excludes n = 0.

In Lean 4 with Mathlib:

```lean
import Mathlib

open Finset

namespace XrayEmissionIAD

noncomputable section

variable {n : ℕ} [NeZero n]
```

A spectrum f and a kernel k are real functions on the channels. Write k∗f for `broaden k f`:

(k∗f)(i) = Σⱼ k(i − j) f(j)

The difference i − j is taken modulo n, so intensity leaving one end re-enters at the other. A measured energy window has open ends; treating it as cyclic is a step that the hypotheses do not justify.

```lean
/-- The spectrum `f` on a cyclic grid of `n` energy channels, convolved with the
broadening kernel `k`. -/
def broaden (k f : ZMod n → ℝ) (i : ZMod n) : ℝ :=
  ∑ j, k (i - j) * f j
```

Write D(f,g) for `iad f g`. It is a plain sum over channels, without the channel width:

D(f,g) = Σᵢ |f(i) − g(i)|

```lean
/-- The integrated absolute difference (IAD) of two spectra: the sum over all channels of the
absolute difference of their intensities. -/
def iad (f g : ZMod n → ℝ) : ℝ :=
  ∑ i, |f i - g i|
```

## (a) Area after broadening

Show that broadening multiplies the area by the kernel sum:

Σᵢ (k∗f)(i) = (Σᵢ k(i)) · Σⱼ f(j)

**Solution.** Exchange the sums to get Σⱼ f(j) Σᵢ k(i − j). The inner sum is a cyclic shift of Σᵢ k(i), hence equal to it; this is `hshift`.

```lean
/-- Broadening multiplies the area of a spectrum by the sum of the kernel. -/
theorem area_broaden (k f : ZMod n → ℝ) :
    ∑ i, broaden k f i = (∑ i, k i) * ∑ j, f j := by
  simp only [broaden]
  rw [Finset.sum_comm, Finset.mul_sum]
  refine Finset.sum_congr rfl fun j _ => ?_
  -- a cyclic shift of the kernel does not change its sum
  have hshift : ∑ i, k (i - j) = ∑ i, k i := (Equiv.subRight j).sum_comp k
  rw [← Finset.sum_mul, hshift]
```

## (b) A bound for nonnegative kernels

For k ≥ 0, show that

D(k∗f, k∗g) ≤ (Σᵢ k(i)) · D(f,g)

**Solution.** In each channel the triangle inequality gives

|Σⱼ k(i − j)(f(j) − g(j))| ≤ Σⱼ k(i − j) |f(j) − g(j)|

The right side is the broadened absolute difference (`hpt`). Sum over i and apply (a) to |f − g|.

```lean
/-- For a nonnegative kernel, the IAD of the broadened spectra is at most the kernel sum times
the IAD of the original spectra. -/
theorem iad_broaden_le_mul (k f g : ZMod n → ℝ) (hk : ∀ i, 0 ≤ k i) :
    iad (broaden k f) (broaden k g) ≤ (∑ i, k i) * iad f g := by
  -- in each channel, the difference is bounded by the broadened absolute difference
  have hpt : ∀ i, |broaden k f i - broaden k g i| ≤ broaden k (fun j => |f j - g j|) i := by
    intro i
    simp only [broaden]
    rw [← Finset.sum_sub_distrib]
    refine (Finset.abs_sum_le_sum_abs _ _).trans
      (le_of_eq (Finset.sum_congr rfl fun j _ => ?_))
    rw [← mul_sub, abs_mul, abs_of_nonneg (hk _)]
  calc iad (broaden k f) (broaden k g)
      ≤ ∑ i, broaden k (fun j => |f j - g j|) i := Finset.sum_le_sum fun i _ => hpt i
    _ = (∑ i, k i) * iad f g := area_broaden _ _
```

## (c) Unit sum

A kernel of unit sum moves intensity without creating or losing any. For such a kernel with k ≥ 0, show that

D(k∗f, k∗g) ≤ D(f,g)

**Solution.** Put Σᵢ k(i) = 1 in (b).

```lean
/-- Broadening two spectra with the same nonnegative kernel of unit sum never increases
their IAD. -/
theorem iad_broaden_le (k f g : ZMod n → ℝ) (hk : ∀ i, 0 ≤ k i) (hsum : ∑ i, k i = 1) :
    iad (broaden k f) (broaden k g) ≤ iad f g := by
  have h := iad_broaden_le_mul k f g hk
  rwa [hsum, one_mul] at h
```

## (d) A contraction factor for equal areas

Let k have unit sum and k(i) ≥ m in every channel, and let Σᵢ f(i) = Σᵢ g(i), as after area normalisation. Show that

D(k∗f, k∗g) ≤ (1 − nm) · D(f,g)

**Solution.** The kernel k − m is nonnegative and has sum 1 − nm (`hs`). It gives (`hflat`)

((k − m)∗f)(i) = (k∗f)(i) − m Σⱼ f(j)

For g the subtracted constant is the same, so it cancels in the difference. Apply (b) to k − m.

```lean
/-- If a kernel of unit sum is at least `m` in each of the `n` channels, then broadening two spectra
of equal area gives an IAD of at most `1 - n * m` times the original one. -/
theorem iad_broaden_le_contraction (k f g : ZMod n → ℝ) (m : ℝ) (hm : ∀ i, m ≤ k i)
    (hsum : ∑ i, k i = 1) (harea : ∑ i, f i = ∑ i, g i) :
    iad (broaden k f) (broaden k g) ≤ (1 - n * m) * iad f g := by
  -- removing a flat background from the kernel shifts a broadened spectrum by a constant
  have hflat : ∀ h : ZMod n → ℝ,
      broaden (fun i => k i - m) h = fun i => broaden k h i - m * ∑ j, h j := by
    intro h
    funext i
    simp only [broaden, sub_mul, Finset.sum_sub_distrib, Finset.mul_sum]
  have hs : ∑ i, (k i - m) = 1 - n * m := by
    rw [Finset.sum_sub_distrib, hsum]
    simp [ZMod.card]
  have h : iad (broaden (fun i => k i - m) f) (broaden (fun i => k i - m) g)
      ≤ (∑ i, (k i - m)) * iad f g :=
    iad_broaden_le_mul _ f g fun i => sub_nonneg.mpr (hm i)
  rw [hflat f, hflat g, hs] at h
  -- for equal areas the two constants cancel in the difference
  simp only [iad, harea, sub_sub_sub_cancel_right] at h ⊢
  exact h
```

## (e) Different spectra

For f ≠ g, show that

D(f,g) > 0

**Solution.** Some channel has f(i) ≠ g(i). Its term is positive and all others are nonnegative.

```lean
/-- Two different spectra have a positive IAD. -/
theorem iad_pos (f g : ZMod n → ℝ) (hne : f ≠ g) : 0 < iad f g := by
  obtain ⟨i, hi⟩ := Function.ne_iff.mp hne
  exact Finset.sum_pos' (fun j _ => abs_nonneg _)
    ⟨i, Finset.mem_univ i, abs_pos.mpr (sub_ne_zero.mpr hi)⟩
```

## (f) Strict decrease

Let k be positive everywhere, so that every channel feeds every other, as long line-shape tails do. With unit sum, equal areas and f ≠ g, show that

D(k∗f, k∗g) < D(f,g)

**Solution.** A finite grid has a smallest kernel value m > 0 (`Finite.exists_min`). By (d) the IAD falls by at least nm · D(f,g), which is positive by (e).

```lean
/-- Broadening two different spectra of equal area with the same everywhere positive kernel of
unit sum strictly decreases their IAD. -/
theorem iad_broaden_lt (k f g : ZMod n → ℝ) (hk : ∀ i, 0 < k i) (hsum : ∑ i, k i = 1)
    (harea : ∑ i, f i = ∑ i, g i) (hne : f ≠ g) :
    iad (broaden k f) (broaden k g) < iad f g := by
  -- the smallest kernel value sets the contraction factor
  obtain ⟨i₀, hmin⟩ := Finite.exists_min k
  have h := iad_broaden_le_contraction k f g (k i₀) hmin hsum harea
  have hn : (0 : ℝ) < n := Nat.cast_pos.mpr (NeZero.pos n)
  have hgain := mul_pos (mul_pos hn (hk i₀)) (iad_pos f g hne)
  linarith [sub_mul 1 ((n : ℝ) * k i₀) (iad f g), one_mul (iad f g)]
```

## (g) Ordered spectra

Let k ≥ 0 have unit sum and let g(i) ≤ f(i) in every channel. Show that

D(k∗f, k∗g) = D(f,g)

**Solution.** For ordered spectra the absolute values drop out, and D is the difference of the areas (`key`). Broadening preserves the order (`hb`) and, by (a), both areas. Thus the strict inequality of (f) does not hold for different ordered spectra, whose areas are unequal.

```lean
/-- If one spectrum lies nowhere below the other, broadening both with the same nonnegative
kernel of unit sum leaves their IAD unchanged. -/
theorem iad_broaden_eq_of_le (k f g : ZMod n → ℝ) (hk : ∀ i, 0 ≤ k i)
    (hsum : ∑ i, k i = 1) (hle : ∀ i, g i ≤ f i) :
    iad (broaden k f) (broaden k g) = iad f g := by
  -- for ordered spectra the IAD is the difference of the areas
  have key : ∀ u v : ZMod n → ℝ, (∀ i, v i ≤ u i) → iad u v = ∑ i, u i - ∑ i, v i := by
    intro u v huv
    rw [← Finset.sum_sub_distrib]
    exact Finset.sum_congr rfl fun i _ => abs_of_nonneg (sub_nonneg.mpr (huv i))
  have hb : ∀ i, broaden k g i ≤ broaden k f i := fun i =>
    Finset.sum_le_sum fun j _ => mul_le_mul_of_nonneg_left (hle j) (hk _)
  rw [key _ _ hb, key _ _ hle, area_broaden, area_broaden, hsum, one_mul, one_mul]
```

## (h) The calibration constant

Under the kernel and area conditions of (f), let s > 0 be a known spin difference with c · D(f,g) = s and c′ · D(k∗f, k∗g) = s. Show that

c < c′

**Solution.** Since s > 0, D(f,g) ≠ 0 and f ≠ g, so (f) applies. Also c′ > 0, because D(k∗f, k∗g) ≥ 0. If c′ ≤ c, then

s = c′ · D(k∗f, k∗g) < c′ · D(f,g) ≤ c · D(f,g) = s,

a contradiction. The hypothesis `hc'` excludes the flat kernel k = 1/n, which erases the difference and leaves nothing to calibrate.

```lean
/-- Let `c` and `c'` be the constants that convert the IAD of two equal-area spectra into the
same positive spin difference `s`, before and after broadening with an everywhere positive
kernel of unit sum. Then `c'` is strictly larger than `c`. -/
theorem calibration_lt (k f g : ZMod n → ℝ) (c c' s : ℝ) (hk : ∀ i, 0 < k i)
    (hsum : ∑ i, k i = 1) (harea : ∑ i, f i = ∑ i, g i) (hs : 0 < s)
    (hc : c * iad f g = s) (hc' : c' * iad (broaden k f) (broaden k g) = s) :
    c < c' := by
  -- a positive spin difference can only be calibrated on different spectra
  have hne : f ≠ g := by
    intro h
    have h0 : iad f g = 0 := by simp [iad, h]
    rw [h0, mul_zero] at hc
    linarith
  have hlt := iad_broaden_lt k f g hk hsum harea hne
  have hA := iad_pos f g hne
  have hB : 0 ≤ iad (broaden k f) (broaden k g) :=
    Finset.sum_nonneg fun i _ => abs_nonneg _
  have hpos : 0 < c' := by
    by_contra h
    have h1 := mul_nonneg (neg_nonneg.mpr (not_lt.mp h)) hB
    rw [neg_mul, hc'] at h1
    linarith
  by_contra h
  have h1 := mul_lt_mul_of_pos_left hlt hpos
  have h2 := mul_le_mul_of_nonneg_right (not_lt.mp h) hA.le
  linarith

end

end XrayEmissionIAD
```

```lean
#print axioms XrayEmissionIAD.iad_broaden_le
-- 'XrayEmissionIAD.iad_broaden_le' depends on axioms: [propext, Classical.choice, Quot.sound]
#print axioms XrayEmissionIAD.iad_broaden_lt
-- 'XrayEmissionIAD.iad_broaden_lt' depends on axioms: [propext, Classical.choice, Quot.sound]
#print axioms XrayEmissionIAD.iad_broaden_eq_of_le
-- 'XrayEmissionIAD.iad_broaden_eq_of_le' depends on axioms: [propext, Classical.choice, Quot.sound]
#print axioms XrayEmissionIAD.calibration_lt
-- 'XrayEmissionIAD.calibration_lt' depends on axioms: [propext, Classical.choice, Quot.sound]
```

## Spectra on an open energy axis

Integrable spectra on the real line would remove the wrap-around. A Gaussian kernel is positive there but has infimum zero, so (d) would give no contraction. Strict decrease would need another argument, from strictness in the triangle inequality when f − g takes both signs.
